# A state with the mean energy of a nondegenerate excited level need not be its eigenstate

The theorem concerns a single three-level system whose Hamiltonian is diagonal, with energies -16, 0 and 9. It states that the middle basis vector has energy 0 and that every vector the Hamiltonian sends to zero is a multiple of it, so the level is nondegenerate. It also states that the vector (3/5, 0, 4/5) is normalised and has the same energy expectation value, 0, without being a multiple of the middle basis vector. The attempt splits the statement into its five parts and settles each by computing with components, leaving the arithmetic to `simp` and `norm_num`.

The first attempt, which Lean rejects:

```lean
import Mathlib

open Matrix
open scoped ComplexOrder

namespace ExcitedStateNotDetermined

variable {n ι κ : Type*} [Fintype n]

/-- The expectation value `⟨x, A x⟩` of the matrix `A` in the state `x`. -/
def expect (A : Matrix n n ℂ) (x : n → ℂ) : ℂ := star x ⬝ᵥ (A *ᵥ x)

/-- The Hamiltonian of a three-level system with energies -16, 0 and 9. -/
def threeLevel : Matrix (Fin 3) (Fin 3) ℂ := Matrix.diagonal ![-16, 0, 9]

/-- The middle level of the three-level system is nondegenerate, yet the unit state
`(3/5, 0, 4/5)` has the same energy expectation value and is no multiple of it. -/
theorem excited_state_not_determined :
    threeLevel *ᵥ ![0, 1, 0] = 0 ∧
    (∀ x, threeLevel *ᵥ x = 0 → ∃ c : ℂ, x = c • ![0, 1, 0]) ∧
    star ![(3 / 5 : ℂ), 0, 4 / 5] ⬝ᵥ ![(3 / 5 : ℂ), 0, 4 / 5] = 1 ∧
    expect threeLevel ![3 / 5, 0, 4 / 5] = expect threeLevel ![0, 1, 0] ∧
    ¬ ∃ c : ℂ, ![(3 / 5 : ℂ), 0, 4 / 5] = c • ![0, 1, 0] := by
  refine ⟨?_, ?_, ?_, ?_, ?_⟩
  · ext i
    fin_cases i <;> simp [threeLevel, Matrix.mulVec_diagonal]
  · intro x hx
    have h0 := congrFun hx 0
    have h2 := congrFun hx 2
    simp [threeLevel, Matrix.mulVec_diagonal] at h0 h2
    refine ⟨x 1, ?_⟩
    ext i
    fin_cases i <;> simp [h0, h2]
  · norm_num [dotProduct, Fin.sum_univ_succ]
  · norm_num [expect, threeLevel, Matrix.mulVec_diagonal, dotProduct, Fin.sum_univ_succ]
  · rintro ⟨c, hc⟩
    have h0 := congrFun hc 0
    norm_num at h0

end ExcitedStateNotDetermined
```

The compiler's answer:

```
Main.lean:34:2: error: unsolved goals
case refine_3
⊢ (starRingEnd ℂ) 3 / (starRingEnd ℂ) 5 * (3 / 5) + (starRingEnd ℂ) 4 / (starRingEnd ℂ) 5 * (4 / 5) = 1
Main.lean:35:2: error: unsolved goals
case refine_4
⊢ -((starRingEnd ℂ) 3 / (starRingEnd ℂ) 5 * (48 / 5)) + (starRingEnd ℂ) 4 / (starRingEnd ℂ) 5 * (36 / 5) = 0
```

Cause. The two messages concern the third and fourth parts, the normalisation of (3/5, 0, 4/5) and the equality of the expectation values. In both, `star` conjugates the components of the vector. `norm_num` moved the conjugation, written `starRingEnd ℂ`, inside the fractions but left the conjugates of 3, 4 and 5 unevaluated, so the arithmetic could not finish. The goals left over are true, since these numbers are real.

The repair proves this realness beforehand. `h3` and `h4` rewrite 3/5 and 4/5 as real numbers cast into ℂ, the form `Complex.conj_ofReal` needs, and `hs` concludes, component by component, that the whole vector equals its conjugate. In each failing part, a `congrArg` step then uses `hs` to replace the conjugated vector by the vector itself before `norm_num` runs. The troublesome conjugates no longer appear, and `norm_num` can complete the calculation. The added comment only describes the new facts.

Fix (accepted with no message):

```diff
@@ -22,4 +22,17 @@
     expect threeLevel ![3 / 5, 0, 4 / 5] = expect threeLevel ![0, 1, 0] ∧
     ¬ ∃ c : ℂ, ![(3 / 5 : ℂ), 0, 4 / 5] = c • ![0, 1, 0] := by
+  -- the comparison state has real amplitudes
+  have h3 : star (3 / 5 : ℂ) = 3 / 5 := by
+    rw [show (3 / 5 : ℂ) = ((3 / 5 : ℝ) : ℂ) by norm_num]
+    exact Complex.conj_ofReal _
+  have h4 : star (4 / 5 : ℂ) = 4 / 5 := by
+    rw [show (4 / 5 : ℂ) = ((4 / 5 : ℝ) : ℂ) by norm_num]
+    exact Complex.conj_ofReal _
+  have hs : star (![3 / 5, 0, 4 / 5] : Fin 3 → ℂ) = ![3 / 5, 0, 4 / 5] := by
+    funext i
+    fin_cases i
+    · exact h3
+    · exact star_zero ℂ
+    · exact h4
   refine ⟨?_, ?_, ?_, ?_, ?_⟩
   · ext i
@@ -32,6 +45,9 @@
     ext i
     fin_cases i <;> simp [h0, h2]
-  · norm_num [dotProduct, Fin.sum_univ_succ]
-  · norm_num [expect, threeLevel, Matrix.mulVec_diagonal, dotProduct, Fin.sum_univ_succ]
+  · refine (congrArg (fun s : Fin 3 → ℂ => s ⬝ᵥ ![3 / 5, 0, 4 / 5]) hs).trans ?_
+    norm_num [dotProduct, Fin.sum_univ_succ]
+  · refine (congrArg (fun s : Fin 3 → ℂ =>
+      s ⬝ᵥ (threeLevel *ᵥ ![3 / 5, 0, 4 / 5])) hs).trans ?_
+    norm_num [expect, threeLevel, Matrix.mulVec_diagonal, dotProduct, Fin.sum_univ_succ]
   · rintro ⟨c, hc⟩
     have h0 := congrFun hc 0
```
